# An Exponential Decay Bound for the Inverse of a Finite-Range Positive Definite Matrix

Locality is expressed here through positions, not through the order of the indices. Each index \(i\) of a finite Hermitian matrix \(A\) has a site \(r_i\) in a space with a distance, and \(A_{ij}=0\) whenever \(\operatorname{dist}(r_i,r_j)>R\), for a cutoff \(R\ge 0\). Several orbitals may share a site. A banded matrix is the case \(r_i=i\) on the real line.

Let the eigenvalues of \(A\) lie in \([a,b]\) with \(0<a\le b\), and put \(\kappa=b/a\) and \(q=(\sqrt\kappa-1)/(\sqrt\kappa+1)\). Then, for \(k=0,1,2,\dots\),
\[
\operatorname{dist}(r_i,r_j)>Rk\quad\Longrightarrow\quad |(A^{-1})_{ij}|\le \frac{2}{a}\,q^{k+1}.
\]

For an overlap matrix in a finite basis of strictly localised orbitals, this bounds the distant entries of the inverse that some linear-scaling methods truncate. There \(R\) is the range of overlap, and \(a>0\) says that the basis is linearly independent.

## From polynomial error to distant entries

In \((A^{t+1})_{ij}=\sum_l (A^t)_{il}A_{lj}\), a nonzero term needs \(\operatorname{dist}(r_i,r_l)\le Rt\) and \(\operatorname{dist}(r_l,r_j)\le R\). By the triangle inequality and induction from \(A^0=1\), \(A^t\) vanishes beyond \(Rt\). A polynomial \(p\) of degree at most \(k\) therefore has \(p(A)_{ij}=0\) beyond \(Rk\).

Write \(A=U\Lambda U^*\), with eigenvalues \(\lambda_l\). If \(|1/\lambda_l-p(\lambda_l)|\le\varepsilon\) for all \(l\), then beyond \(Rk\)
\[
|(A^{-1})_{ij}|=\Big|\sum_l U_{il}\big(\lambda_l^{-1}-p(\lambda_l)\big)\overline{U_{jl}}\Big|
\le\varepsilon\sum_l\frac{|U_{il}|^2+|U_{jl}|^2}{2}=\varepsilon,
\]
because the rows of \(U\) have unit norm.

## The Chebyshev residual

Let \(c=(a+b)/2\), \(d=(b-a)/2\), and define
\[
S_0=1,\quad S_1=c-x,\quad S_{n+2}=2(c-x)S_{n+1}-d^2S_n .
\]
On \([a,b]\) write \(c-x=d\cos\theta\). The identity \(\cos((n+2)\theta)=2\cos\theta\cos((n+1)\theta)-\cos(n\theta)\) gives \(S_n(x)=d^n\cos(n\theta)\), so \(|S_n(x)|\le d^n\).

At zero, set \(u=(\sqrt b+\sqrt a)^2/2\) and \(v=(\sqrt b-\sqrt a)^2/2\). Then \(u+v=2c\) and \(uv=d^2\), so the recurrence gives \(2S_n(0)=u^n+v^n\ge u^n\). Since \(d=qu\),
\[
|S_n(x)|\le q^nu^n\le 2q^nS_n(0).
\]

Take \(n=k+1\) and write \(S_n(x)=S_n(0)+x\,g(x)\). The polynomial \(p=-g/S_n(0)\) has degree at most \(k\), and
\[
\left|\frac1x-p(x)\right|=\frac{|S_n(x)|}{x\,S_n(0)}\le\frac2a\,q^{k+1}.
\]

## Matrix functions and polynomials in Lean

The index type `ι` is finite, `𝕜` is the real or complex field, and `E` holds the sites.

```lean
import Mathlib

open Polynomial

namespace InverseDecay

noncomputable section

variable {ι 𝕜 E : Type*} [Fintype ι] [DecidableEq ι] [RCLike 𝕜] [PseudoMetricSpace E]
```

`matFun` is \(Uf(\Lambda)U^*\).

```lean
/-- The matrix function `f(A) = U f(Λ) U*` of a Hermitian matrix, built from its eigenvectors `U`
and eigenvalues `Λ`. -/
def matFun {A : Matrix ι ι 𝕜} (hA : A.IsHermitian) (f : ℝ → ℝ) : Matrix ι ι 𝕜 :=
  (hA.eigenvectorUnitary : Matrix ι ι 𝕜) *
    Matrix.diagonal (fun l => ((f (hA.eigenvalues l) : ℝ) : 𝕜)) *
    star (hA.eigenvectorUnitary : Matrix ι ι 𝕜)

/-- The decay factor `q = (√κ - 1) / (√κ + 1)` with `κ = b / a`, for `0 < a ≤ b`. -/
def decayFactor (a b : ℝ) : ℝ := (√(b / a) - 1) / (√(b / a) + 1)
```

The recurrence for \(S_n\) contains no division by \(d\), so \(a=b\) needs no separate definition.

```lean
/-- The polynomials equal to `d ^ n T_n((c - x) / d)` for `d ≠ 0`, with `T_n` the Chebyshev
polynomial, defined for every `d` by their three-term recurrence. -/
def scaledCheb (c d : ℝ) : ℕ → ℝ[X]
  | 0 => 1
  | 1 => C c - X
  | n + 2 => C 2 * (C c - X) * scaledCheb c d (n + 1) - C (d ^ 2) * scaledCheb c d n
```

Products of matrix functions reduce to products of their values because \(U^*U=1\).

```lean
/-- The product of two functions of the same Hermitian matrix is the function `f g` of it. -/
theorem matFun_mul {A : Matrix ι ι 𝕜} (hA : A.IsHermitian) (f g : ℝ → ℝ) :
    matFun hA f * matFun hA g = matFun hA (fun x => f x * g x) := by
  have h := Matrix.mem_unitaryGroup_iff'.mp hA.eigenvectorUnitary.2
  simp only [matFun, RCLike.ofReal_mul, ← Matrix.diagonal_mul_diagonal]
  generalize (hA.eigenvectorUnitary : Matrix ι ι 𝕜) = U at h ⊢
  generalize Matrix.diagonal (fun l => ((f (hA.eigenvalues l) : ℝ) : 𝕜)) = F
  generalize Matrix.diagonal (fun l => ((g (hA.eigenvalues l) : ℝ) : 𝕜)) = G
  calc U * F * star U * (U * G * star U) = U * F * (star U * U) * G * star U := by
        simp only [mul_assoc]
    _ = U * (F * G) * star U := by rw [h]; simp only [mul_one, mul_assoc]
```

Constants, the identity function and powers are treated first; induction on the polynomial then identifies `matFun` with `aeval A p`.

```lean
/-- For a polynomial `p`, the matrix function `p(A)` is the polynomial in the matrix `A`. -/
theorem matFun_polynomial {A : Matrix ι ι 𝕜} (hA : A.IsHermitian) (p : ℝ[X]) :
    matFun hA (fun x => p.eval x) = aeval A p := by
  have hconst : ∀ c : ℝ, matFun hA (fun _ => c) = algebraMap ℝ (Matrix ι ι 𝕜) c := by
    intro c
    have hD : Matrix.diagonal (fun _ : ι => (c : 𝕜)) = algebraMap ℝ (Matrix ι ι 𝕜) c := by
      rw [Matrix.algebraMap_eq_diagonal]; rfl
    have hU := Matrix.mem_unitaryGroup_iff.mp hA.eigenvectorUnitary.2
    simp only [matFun]
    rw [hD, ← Algebra.commutes, mul_assoc, hU, mul_one]
  have hid : matFun hA (fun x => x) = A := by
    have h := hA.spectral_theorem
    rw [Unitary.conjStarAlgAut_apply] at h
    exact h.symm
  have hpow : ∀ t : ℕ, matFun hA (fun x => x ^ t) = A ^ t := by
    intro t
    induction t with
    | zero => simpa using hconst 1
    | succ t ih =>
      calc matFun hA (fun x => x ^ (t + 1))
          = matFun hA (fun x => x ^ t) * matFun hA (fun x => x) := by
            rw [matFun_mul]; simp only [pow_succ]
        _ = A ^ (t + 1) := by rw [ih, hid, pow_succ]
  induction p using Polynomial.induction_on' with
  | add p q hp hq =>
    rw [map_add, ← hp, ← hq]
    simp only [matFun, eval_add, RCLike.ofReal_add, ← Matrix.diagonal_add, mul_add, add_mul]
  | monomial t c =>
    rw [aeval_monomial, ← hpow t, ← hconst c, matFun_mul]
    simp only [eval_monomial]
```

With nonzero eigenvalues, \(x\cdot x^{-1}=1\) on the spectrum identifies the true matrix inverse.

```lean
/-- If no eigenvalue vanishes, the inverse matrix is the matrix function `1 / x`. -/
theorem inv_eq_matFun {A : Matrix ι ι 𝕜} (hA : A.IsHermitian)
    (h0 : ∀ l, hA.eigenvalues l ≠ 0) : A⁻¹ = matFun hA (fun x => x⁻¹) := by
  apply Matrix.inv_eq_right_inv
  have hid : matFun hA (fun x => x) = A := by simpa using matFun_polynomial hA X
  have hone : matFun hA (fun _ => 1) = 1 := by simpa using matFun_polynomial hA 1
  have hc : ∀ l, hA.eigenvalues l * (hA.eigenvalues l)⁻¹ = 1 := fun l => mul_inv_cancel₀ (h0 l)
  calc A * matFun hA (fun x => x⁻¹)
      = matFun hA (fun x => x) * matFun hA (fun x => x⁻¹) := by rw [hid]
    _ = matFun hA (fun x => x * x⁻¹) := matFun_mul hA _ _
    _ = matFun hA (fun _ => 1) := by simp only [matFun, hc]
    _ = 1 := hone
```

## Locality and the error bound

The induction splits on whether the first \(t\) hops already reach too far; if not, the last hop must.

```lean
/-- If `A` couples only sites within a cutoff `R ≥ 0`, a polynomial in `A` of degree at most `k`
couples only sites within `R k`. -/
theorem polynomial_entry_zero {A : Matrix ι ι 𝕜} (pos : ι → E) {R : ℝ} (hR : 0 ≤ R)
    (hloc : ∀ i j, R < dist (pos i) (pos j) → A i j = 0) {p : ℝ[X]} {k : ℕ}
    (hp : p.natDegree ≤ k) {i j : ι} (hij : R * k < dist (pos i) (pos j)) :
    (aeval A p) i j = 0 := by
  have hpow : ∀ (t : ℕ) (i j : ι), R * t < dist (pos i) (pos j) → (A ^ t) i j = 0 := by
    intro t
    induction t with
    | zero =>
      intro i j h
      have hne : i ≠ j := by
        rintro rfl
        simp at h
      rw [pow_zero, Matrix.one_apply_ne hne]
    | succ t ih =>
      intro i j h
      rw [pow_succ, Matrix.mul_apply]
      refine Finset.sum_eq_zero fun l _ => ?_
      -- one of the two hops from i to l to j is too long
      by_cases hl : R * t < dist (pos i) (pos l)
      · rw [ih i l hl, zero_mul]
      · have h2 : R < dist (pos l) (pos j) := by
          have tri := dist_triangle (pos i) (pos l) (pos j)
          have hl' := not_lt.mp hl
          push_cast at h
          linarith
        rw [hloc l j h2, mul_zero]
  rw [aeval_eq_sum_range, Matrix.sum_apply]
  refine Finset.sum_eq_zero fun t ht => ?_
  have htk : t ≤ k := by
    have := Finset.mem_range.mp ht
    omega
  have htk' : (t : ℝ) ≤ k := by exact_mod_cast htk
  rw [Matrix.smul_apply, hpow t i j (lt_of_le_of_lt (mul_le_mul_of_nonneg_left htk' hR) hij),
    smul_zero]
```

The next theorem holds for any real function `f`. In it, `hdiff` subtracts the vanishing polynomial entry and `hrow` supplies the unit row norms.

```lean
/-- Let a Hermitian `A` couple only sites within a cutoff `R ≥ 0`. If a polynomial of degree at most
`k` approximates `f` within `ε` on the spectrum, then the entries of `f(A)` between sites farther
apart than `R k` have absolute value at most `ε`. -/
theorem matFun_entry_le {A : Matrix ι ι 𝕜} (hA : A.IsHermitian) (pos : ι → E) {R : ℝ}
    (hR : 0 ≤ R) (hloc : ∀ i j, R < dist (pos i) (pos j) → A i j = 0) {f : ℝ → ℝ} {p : ℝ[X]}
    {k : ℕ} (hp : p.natDegree ≤ k) {ε : ℝ}
    (herr : ∀ l, |f (hA.eigenvalues l) - p.eval (hA.eigenvalues l)| ≤ ε)
    {i j : ι} (hij : R * k < dist (pos i) (pos j)) : ‖matFun hA f i j‖ ≤ ε := by
  have hz := polynomial_entry_zero pos hR hloc hp hij
  rw [← matFun_polynomial hA p] at hz
  have hU := Matrix.mem_unitaryGroup_iff.mp hA.eigenvectorUnitary.2
  obtain ⟨U, hUdef⟩ : ∃ U, U = (hA.eigenvectorUnitary : Matrix ι ι 𝕜) := ⟨_, rfl⟩
  rw [← hUdef] at hU
  have happ : ∀ (g : ℝ → ℝ) (i j : ι), matFun hA g i j =
      ∑ l, U i l * ((g (hA.eigenvalues l) : ℝ) : 𝕜) * star (U j l) := by
    intro g i j
    rw [matFun, ← hUdef, Matrix.mul_apply]
    simp only [Matrix.mul_diagonal, Matrix.star_apply]
  have hrow : ∀ i, ∑ l, ‖U i l‖ ^ 2 = 1 := by
    intro i
    have h := congrFun (congrFun hU i) i
    rw [Matrix.mul_apply, Matrix.one_apply_eq] at h
    simp only [Matrix.star_apply, RCLike.star_def, RCLike.mul_conj] at h
    exact_mod_cast h
  -- the polynomial part vanishes at (i, j), so only the approximation error is left
  have hdiff : matFun hA f i j = ∑ l, U i l *
      ((f (hA.eigenvalues l) - p.eval (hA.eigenvalues l) : ℝ) : 𝕜) * star (U j l) := by
    calc matFun hA f i j = matFun hA f i j - matFun hA (fun x => p.eval x) i j := by
          rw [hz, sub_zero]
      _ = _ := by
          rw [happ, happ, ← Finset.sum_sub_distrib]
          refine Finset.sum_congr rfl fun l _ => ?_
          rw [RCLike.ofReal_sub]
          ring
  have hε : 0 ≤ ε := (abs_nonneg _).trans (herr i)
  rw [hdiff]
  refine (norm_sum_le _ _).trans ?_
  calc _ ≤ ∑ l, ε * ((‖U i l‖ ^ 2 + ‖U j l‖ ^ 2) / 2) := by
        refine Finset.sum_le_sum fun l _ => ?_
        rw [norm_mul, norm_mul, norm_star, RCLike.norm_ofReal, mul_right_comm, mul_comm]
        have h1 : ‖U i l‖ * ‖U j l‖ ≤ (‖U i l‖ ^ 2 + ‖U j l‖ ^ 2) / 2 := by
          nlinarith [sq_nonneg (‖U i l‖ - ‖U j l‖)]
        exact mul_le_mul (herr l) h1 (by positivity) hε
    _ = ε := by
        rw [← Finset.mul_sum, ← Finset.sum_div, Finset.sum_add_distrib, hrow, hrow]
        norm_num
```

## Approximating the inverse function

These two lemmas evaluate \(S_n\) on the interval and at zero.

```lean
/-- At the point `x = c - d cos θ` the scaled Chebyshev polynomial equals `d ^ n cos (n θ)`. -/
theorem scaledCheb_eval_cos {c d x θ : ℝ} (hx : c - x = d * Real.cos θ) :
    ∀ n : ℕ, (scaledCheb c d n).eval x = d ^ n * Real.cos (n * θ)
  | 0 => by simp [scaledCheb]
  | 1 => by simp [scaledCheb, hx]
  | n + 2 => by
    have e1 : ((n + 2 : ℕ) : ℝ) * θ = ((n + 1 : ℕ) : ℝ) * θ + θ := by push_cast; ring
    have e2 : (n : ℝ) * θ = ((n + 1 : ℕ) : ℝ) * θ - θ := by push_cast; ring
    have h : Real.cos (((n + 2 : ℕ) : ℝ) * θ) =
        2 * Real.cos θ * Real.cos (((n + 1 : ℕ) : ℝ) * θ) - Real.cos (n * θ) := by
      rw [e1, e2, Real.cos_add, Real.cos_sub]; ring
    rw [scaledCheb]
    simp only [eval_sub, eval_mul, eval_C, eval_X]
    rw [scaledCheb_eval_cos hx (n + 1), scaledCheb_eval_cos hx n, hx, h]
    ring

/-- If `u + v = 2 c` and `u v = d ^ 2`, the scaled Chebyshev polynomial at zero is the mean of
`u ^ n` and `v ^ n`. -/
theorem scaledCheb_eval_zero {c d u v : ℝ} (hc : 2 * c = u + v) (hd : d ^ 2 = u * v) :
    ∀ n : ℕ, 2 * (scaledCheb c d n).eval 0 = u ^ n + v ^ n
  | 0 => by simp [scaledCheb]; norm_num
  | 1 => by simp [scaledCheb, hc]
  | n + 2 => by
    have h0 := scaledCheb_eval_zero hc hd n
    have h1 := scaledCheb_eval_zero hc hd (n + 1)
    rw [scaledCheb]
    simp only [eval_sub, eval_mul, eval_C, eval_X]
    linear_combination (2 * c) * h1 - d ^ 2 * h0 + (u ^ (n + 1) + v ^ (n + 1)) * hc
      - (u ^ n + v ^ n) * hd
```

Here `divX` is the quotient \(g\), `hd` is \(d=qu\), and `hbound` is the residual estimate.

```lean
/-- On `[a, b]` with `0 < a ≤ b`, some polynomial of degree at most `k` approximates `1 / x` within
`(2 / a) q ^ (k + 1)`. -/
theorem inverse_approx {a b : ℝ} (ha : 0 < a) (hab : a ≤ b) (k : ℕ) :
    ∃ p : ℝ[X], p.natDegree ≤ k ∧
      ∀ x ∈ Set.Icc a b, |x⁻¹ - p.eval x| ≤ 2 / a * decayFactor a b ^ (k + 1) := by
  have hb : 0 < b := ha.trans_le hab
  have hs : 0 < √a := Real.sqrt_pos.mpr ha
  have ht : 0 < √b := Real.sqrt_pos.mpr hb
  have hst : √a ≤ √b := Real.sqrt_le_sqrt hab
  have hsa : √a ^ 2 = a := Real.sq_sqrt ha.le
  have htb : √b ^ 2 = b := Real.sq_sqrt hb.le
  have hne : √b + √a ≠ 0 := by positivity
  have hq : decayFactor a b = (√b - √a) / (√b + √a) := by
    rw [decayFactor, Real.sqrt_div hb.le]
    field_simp
  have hq0 : 0 ≤ decayFactor a b := by
    rw [hq]
    exact div_nonneg (sub_nonneg.mpr hst) (by positivity)
  have hqn : 0 ≤ decayFactor a b ^ (k + 1) := pow_nonneg hq0 _
  have hd : (b - a) / 2 = decayFactor a b * ((√b + √a) ^ 2 / 2) := by
    rw [hq, div_mul_eq_mul_div, eq_div_iff hne]
    linear_combination (√b + √a) / 2 * (hsa - htb)
  have hdeg : ∀ (c d : ℝ) (n : ℕ), (scaledCheb c d n).natDegree ≤ n := by
    intro c d n
    induction n using Nat.twoStepInduction with
    | zero => simp [scaledCheb]
    | one => rw [scaledCheb]; compute_degree
    | more n h0 h1 =>
      rw [scaledCheb]
      refine (natDegree_sub_le _ _).trans (max_le ?_ ?_)
      · refine natDegree_mul_le.trans ?_
        have h2 : (C 2 * (C c - X) : ℝ[X]).natDegree ≤ 1 := by compute_degree
        omega
      · exact (natDegree_C_mul_le _ _).trans (by omega)
  have hzero := scaledCheb_eval_zero (c := (a + b) / 2) (d := (b - a) / 2)
    (u := (√b + √a) ^ 2 / 2) (v := (√b - √a) ^ 2 / 2)
    (by linear_combination -hsa - htb)
    (by linear_combination ((b - a) + (√b ^ 2 - √a ^ 2)) / 4 * (hsa - htb)) (k + 1)
  have hSdeg := hdeg ((a + b) / 2) ((b - a) / 2) (k + 1)
  obtain ⟨S, hS⟩ : ∃ S, S = scaledCheb ((a + b) / 2) ((b - a) / 2) (k + 1) := ⟨_, rfl⟩
  rw [← hS] at hzero hSdeg
  have hv : 0 ≤ ((√b - √a) ^ 2 / 2) ^ (k + 1) := by positivity
  have hu : 0 < ((√b + √a) ^ 2 / 2) ^ (k + 1) := by positivity
  have hS0 : 0 < S.eval 0 := by linarith
  -- the residual S(x) / S(0) has the form 1 - x p(x)
  refine ⟨-(C (S.eval 0)⁻¹ * S.divX), ?_, ?_⟩
  · rw [natDegree_neg]
    refine (natDegree_C_mul_le _ _).trans ?_
    rw [natDegree_divX_eq_natDegree_tsub_one]
    omega
  intro x hx
  have hx0 : 0 < x := ha.trans_le hx.1
  obtain ⟨θ, hθ⟩ : ∃ θ, (a + b) / 2 - x = (b - a) / 2 * Real.cos θ := by
    rcases hab.eq_or_lt with h | h
    · refine ⟨0, ?_⟩
      have hxa : x = a := le_antisymm (hx.2.trans h.ge) hx.1
      rw [hxa, ← h]; ring
    · have hdp : 0 < (b - a) / 2 := by linarith
      have h1 : -1 ≤ ((a + b) / 2 - x) / ((b - a) / 2) := by
        rw [le_div_iff₀ hdp]; linarith [hx.2]
      have h2 : ((a + b) / 2 - x) / ((b - a) / 2) ≤ 1 := by
        rw [div_le_iff₀ hdp]; linarith [hx.1]
      have h3 := (eq_div_iff hdp.ne').mp (Real.cos_arccos h1 h2)
      exact ⟨_, by rw [mul_comm]; exact h3.symm⟩
  have hcos := scaledCheb_eval_cos hθ (k + 1)
  rw [← hS] at hcos
  have hd0 : 0 ≤ ((b - a) / 2) ^ (k + 1) := pow_nonneg (by linarith) _
  have hbound : |S.eval x| ≤ decayFactor a b ^ (k + 1) * (2 * S.eval 0) := by
    calc |S.eval x| ≤ ((b - a) / 2) ^ (k + 1) := by
          rw [hcos, abs_mul, abs_of_nonneg hd0]
          exact mul_le_of_le_one_right hd0 (Real.abs_cos_le_one _)
      _ = decayFactor a b ^ (k + 1) * ((√b + √a) ^ 2 / 2) ^ (k + 1) := by rw [hd, mul_pow]
      _ ≤ _ := mul_le_mul_of_nonneg_left (by linarith) hqn
  have hsplit := congrArg (eval x) (divX_mul_X_add S)
  simp only [eval_add, eval_mul, eval_X, eval_C, coeff_zero_eq_eval_zero] at hsplit
  have hx1 : x * x⁻¹ = 1 := mul_inv_cancel₀ hx0.ne'
  have hs1 : S.eval 0 * (S.eval 0)⁻¹ = 1 := mul_inv_cancel₀ hS0.ne'
  have herr : x⁻¹ - (-(C (S.eval 0)⁻¹ * S.divX)).eval x =
      S.eval x * (x⁻¹ * (S.eval 0)⁻¹) := by
    rw [← hsplit]
    simp only [eval_neg, eval_mul, eval_C]
    linear_combination (-(S.divX.eval x) * (S.eval 0)⁻¹) * hx1 - x⁻¹ * hs1
  have hw : 0 ≤ x⁻¹ * (S.eval 0)⁻¹ := by positivity
  rw [herr, abs_mul, abs_of_nonneg hw]
  calc |S.eval x| * (x⁻¹ * (S.eval 0)⁻¹)
      ≤ decayFactor a b ^ (k + 1) * (2 * S.eval 0) * (x⁻¹ * (S.eval 0)⁻¹) :=
        mul_le_mul_of_nonneg_right hbound hw
    _ = 2 * decayFactor a b ^ (k + 1) * x⁻¹ := by
        linear_combination (2 * decayFactor a b ^ (k + 1) * x⁻¹) * hs1
    _ ≤ 2 * decayFactor a b ^ (k + 1) * a⁻¹ :=
        mul_le_mul_of_nonneg_left (inv_anti₀ ha hx.1) (by linarith)
    _ = 2 / a * decayFactor a b ^ (k + 1) := by ring
```

## The decay theorems

`hspec` places every eigenvalue in \([a,b]\), and `hloc` is the strict cutoff. Both are assumptions: the spectral bounds must come from elsewhere, and exponentially small tails in \(A\) are not covered.

```lean
/-- Let a Hermitian `A` have its spectrum in `[a, b]`, `a > 0`, and couple only sites within a
cutoff `R ≥ 0`. Between sites farther apart than `R k`, the entries of the inverse have absolute
value at most `(2 / a) q ^ (k + 1)`. -/
theorem inverse_decay {A : Matrix ι ι 𝕜} (hA : A.IsHermitian) {a b : ℝ} (ha : 0 < a)
    (hspec : ∀ l, hA.eigenvalues l ∈ Set.Icc a b) (pos : ι → E) {R : ℝ} (hR : 0 ≤ R)
    (hloc : ∀ i j, R < dist (pos i) (pos j) → A i j = 0) {k : ℕ} {i j : ι}
    (hij : R * k < dist (pos i) (pos j)) :
    ‖A⁻¹ i j‖ ≤ 2 / a * decayFactor a b ^ (k + 1) := by
  obtain ⟨p, hp, happrox⟩ := inverse_approx ha ((hspec i).1.trans (hspec i).2) k
  rw [inv_eq_matFun hA (fun l => (ha.trans_le (hspec l).1).ne')]
  exact matFun_entry_le hA pos hR hloc hp (fun l => happrox _ (hspec l)) hij
```

Bandwidth `m` means here that \(A_{ij}=0\) whenever \(|i-j|>m\), so a tridiagonal matrix has `m = 1`. The site of an index is its integer value on the real line.

```lean
/-- For a real symmetric matrix of bandwidth `m` with spectrum in `[a, b]`, `a > 0`, the entries of
the inverse with `|i - j| > m k` have absolute value at most `(2 / a) q ^ (k + 1)`. -/
theorem banded_inverse_decay {N : ℕ} {A : Matrix (Fin N) (Fin N) ℝ} (hA : A.IsHermitian)
    {a b : ℝ} (ha : 0 < a) (hspec : ∀ l, hA.eigenvalues l ∈ Set.Icc a b) {m k : ℕ}
    (hband : ∀ i j : Fin N, (m : ℝ) < |((i : ℕ) : ℝ) - ((j : ℕ) : ℝ)| → A i j = 0)
    {i j : Fin N} (hij : (m : ℝ) * k < |((i : ℕ) : ℝ) - ((j : ℕ) : ℝ)|) :
    |A⁻¹ i j| ≤ 2 / a * decayFactor a b ^ (k + 1) := by
  rw [← Real.norm_eq_abs]
  exact inverse_decay hA ha hspec (fun i : Fin N => ((i : ℕ) : ℝ)) (Nat.cast_nonneg m)
    (fun i j h => hband i j (by simpa only [Real.dist_eq] using h))
    (by simpa only [Real.dist_eq] using hij)

end

end InverseDecay
```

```lean
#print axioms InverseDecay.banded_inverse_decay
-- 'InverseDecay.banded_inverse_decay' depends on axioms: [propext, Classical.choice, Quot.sound]
```

This is the finite-matrix case of Demko–Moss–Smith decay, with a simpler constant. The classical theorem also treats operators on infinite sequences and uses the best approximation to \(1/x\), whose constant \((1+\sqrt\kappa)^2/(2b)\) is at most \(2/a\); the rate \(q\) is the same.

## Choosing a truncation radius

Given safe spectral bounds and an entrywise tolerance \(\tau\), a code can pick \(k\) with \((2/a)q^{k+1}\le\tau\) and discard entries of the inverse beyond \(Rk\). For example, take a chain of normalised orbitals with overlap \(0.4\) between nearest neighbours and zero between all others. The eigenvalues of its overlap matrix lie in \([0.2,1.8]\), so \(q=1/2\), and \(k=13\) suffices for \(\tau=10^{-3}\). This controls each discarded entry, not the operator norm of the total error.

The same residual \(S_n(x)/S_n(0)\) yields the familiar conjugate-gradient estimate: after \(n\) steps in exact arithmetic, the error in the energy norm is at most \(2q^n\) times the initial one.
